# The PAW correction does not depend on how the overlap matrix of projectors with smooth partial waves is split into invertible factors

Partial waves and projector functions are modelled here as columns of finite complex matrices over one common orthonormal basis, so that every overlap between them is an entry of a matrix product. In this setting, any factorisation of the overlap matrix between trial projectors and smooth partial waves into two invertible factors yields biorthogonal projectors and smooth partial waves. If the all-electron partial waves are recombined in the same way as the smooth ones, the correction that the projector augmented-wave (PAW) transformation adds to a smooth wavefunction is the same for all such factorisations.

```lean
import Mathlib

open Matrix

namespace BlochlBiorthogonalisation

noncomputable section

variable {n m : Type*} [Fintype n] [DecidableEq n] [Fintype m] [DecidableEq m]

/-- The projectors `P = F (L⁻¹)ᴴ` made from trial projector functions `F` (one per column)
and an invertible matrix `L`. -/
def projectors (F : Matrix n m ℂ) (L : Matrix m m ℂ) : Matrix n m ℂ :=
  F * (L⁻¹)ᴴ

/-- The partial waves `X U⁻¹` made from partial waves `X` (one per column) and an
invertible matrix `U`. -/
def recombine (X : Matrix n m ℂ) (U : Matrix m m ℂ) : Matrix n m ℂ :=
  X * U⁻¹

/-- The PAW transformation `T = 1 + (Φ - Φt) Pᴴ` for all-electron partial waves `Φ`,
smooth partial waves `Φt` and projectors `P`. -/
def pawTransform (Φ Φt P : Matrix n m ℂ) : Matrix n n ℂ :=
  1 + (Φ - Φt) * Pᴴ

omit [Fintype n] [DecidableEq n] in
/-- The adjoint of the new projectors is `Pᴴ = L⁻¹ Fᴴ`. -/
theorem projectors_conjTranspose (F : Matrix n m ℂ) (L : Matrix m m ℂ) :
    (projectors F L)ᴴ = L⁻¹ * Fᴴ := by
  rw [projectors, conjTranspose_mul, conjTranspose_conjTranspose]

omit [DecidableEq n] in
/-- If `Fᴴ Φt = L U` with `L` and `U` invertible, the new projectors are biorthogonal to
the new smooth partial waves. -/
theorem projectors_biorthogonal {F Φt : Matrix n m ℂ} {L U : Matrix m m ℂ}
    (h : Fᴴ * Φt = L * U) (hL : IsUnit L) (hU : IsUnit U) :
    (projectors F L)ᴴ * recombine Φt U = 1 := by
  have hL' := (Matrix.isUnit_iff_isUnit_det L).mp hL
  have hU' := (Matrix.isUnit_iff_isUnit_det U).mp hU
  rw [projectors_conjTranspose, recombine]
  calc L⁻¹ * Fᴴ * (Φt * U⁻¹) = L⁻¹ * (Fᴴ * Φt) * U⁻¹ := by
        simp only [Matrix.mul_assoc]
    _ = (L⁻¹ * L) * (U * U⁻¹) := by
        rw [h]
        simp only [Matrix.mul_assoc]
    _ = 1 := by
        rw [Matrix.nonsing_inv_mul L hL', Matrix.mul_nonsing_inv U hU', Matrix.one_mul]

omit [DecidableEq n] in
/-- Suppose recombining the trial projectors by `A` and the partial waves by `B` achieves
biorthogonality. Then `Fᴴ Φt` is invertible, and the PAW correction is the same expression
in the original functions whatever `A` and `B` are. -/
theorem correction_of_biorthogonal {F Φt : Matrix n m ℂ} (Φ : Matrix n m ℂ)
    {A B : Matrix m m ℂ} (h : (A * Fᴴ) * (Φt * B) = 1) :
    IsUnit (Fᴴ * Φt) ∧
      (Φ * B - Φt * B) * (A * Fᴴ) = (Φ - Φt) * (Fᴴ * Φt)⁻¹ * Fᴴ := by
  -- a one-sided inverse of a square matrix is two-sided, so `B` can be moved to the left
  have h1 : (A * (Fᴴ * Φt)) * B = 1 := by
    rw [← h]
    simp only [Matrix.mul_assoc]
  have h2 : (B * A) * (Fᴴ * Φt) = 1 := by
    rw [Matrix.mul_assoc]
    exact mul_eq_one_comm.mp h1
  refine ⟨IsUnit.of_mul_eq_one_right (B * A) h2, ?_⟩
  rw [Matrix.inv_eq_left_inv h2, ← Matrix.sub_mul]
  simp only [Matrix.mul_assoc]

omit [DecidableEq n] in
/-- Blöchl biorthogonalisation: if `Fᴴ Φt = L U` with `L` and `U` invertible, the new
projectors and smooth waves are biorthogonal, `Fᴴ Φt` is invertible, and the PAW correction
equals `(Φ - Φt) (Fᴴ Φt)⁻¹ Fᴴ`, which contains neither `L` nor `U`. -/
theorem blochl_biorthogonalisation {F Φt : Matrix n m ℂ} (Φ : Matrix n m ℂ)
    {L U : Matrix m m ℂ} (h : Fᴴ * Φt = L * U) (hL : IsUnit L) (hU : IsUnit U) :
    (projectors F L)ᴴ * recombine Φt U = 1 ∧ IsUnit (Fᴴ * Φt) ∧
      (recombine Φ U - recombine Φt U) * (projectors F L)ᴴ
        = (Φ - Φt) * (Fᴴ * Φt)⁻¹ * Fᴴ := by
  have hb := projectors_biorthogonal h hL hU
  refine ⟨hb, ?_⟩
  rw [projectors_conjTranspose] at hb ⊢
  exact correction_of_biorthogonal Φ hb

/-- For projectors biorthogonal to the smooth partial waves, the PAW transformation is the
only matrix that turns each smooth partial wave into its all-electron partner and leaves
unchanged every vector orthogonal to all projectors. -/
theorem eq_pawTransform_iff {Φt P : Matrix n m ℂ} (Φ : Matrix n m ℂ)
    (h : Pᴴ * Φt = 1) (S : Matrix n n ℂ) :
    S = pawTransform Φ Φt P ↔
      S * Φt = Φ ∧ ∀ x : n → ℂ, Pᴴ *ᵥ x = 0 → S *ᵥ x = x := by
  constructor
  · rintro rfl
    refine ⟨?_, fun x hx => ?_⟩
    · rw [pawTransform, Matrix.add_mul, Matrix.one_mul, Matrix.mul_assoc, h,
        Matrix.mul_one]
      abel
    · rw [pawTransform, Matrix.add_mulVec, Matrix.one_mulVec, ← Matrix.mulVec_mulVec, hx,
        Matrix.mulVec_zero, add_zero]
  · rintro ⟨hS, hfix⟩
    -- `1 - Φt Pᴴ` removes the part of a vector that the projectors see
    have hQ : Pᴴ * (1 - Φt * Pᴴ) = 0 := by
      rw [Matrix.mul_sub, Matrix.mul_one, ← Matrix.mul_assoc, h, Matrix.one_mul, sub_self]
    have hv : ∀ v : n → ℂ, (S * (1 - Φt * Pᴴ)) *ᵥ v = (1 - Φt * Pᴴ) *ᵥ v := by
      intro v
      rw [← Matrix.mulVec_mulVec]
      apply hfix
      rw [Matrix.mulVec_mulVec, hQ, Matrix.zero_mulVec]
    have ext_vec : ∀ M N : Matrix n n ℂ, (∀ v, M *ᵥ v = N *ᵥ v) → M = N := by
      intro M N hMN
      ext i j
      simpa [Matrix.mulVec_single_one] using congrFun (hMN (Pi.single j 1)) i
    have hSQ := ext_vec _ _ hv
    rw [Matrix.mul_sub, Matrix.mul_one, ← Matrix.mul_assoc, hS, sub_eq_iff_eq_add] at hSQ
    rw [hSQ, pawTransform, Matrix.sub_mul]
    abel

/-- If `Fᴴ Φt = L U` with `L` and `U` invertible, the PAW transformation built from the new
functions turns the original smooth partial waves into the original all-electron ones. -/
theorem pawTransform_original_waves {F Φt : Matrix n m ℂ} (Φ : Matrix n m ℂ)
    {L U : Matrix m m ℂ} (h : Fᴴ * Φt = L * U) (hL : IsUnit L) (hU : IsUnit U) :
    pawTransform (recombine Φ U) (recombine Φt U) (projectors F L) * Φt = Φ := by
  have hU' := (Matrix.isUnit_iff_isUnit_det U).mp hU
  have hT := ((eq_pawTransform_iff (recombine Φ U)
    (projectors_biorthogonal h hL hU) _).mp rfl).1
  -- undo the recombination by multiplying with `U` from the right
  have back : ∀ X : Matrix n m ℂ, recombine X U * U = X := by
    intro X
    rw [recombine, Matrix.mul_assoc, Matrix.nonsing_inv_mul U hU', Matrix.mul_one]
  have hTU := congrArg (fun X => X * U) hT
  simp only [Matrix.mul_assoc, back] at hTU
  exact hTU

/-- Two trial projectors and two smooth partial waves in a basis of three functions, with
an explicit factorisation of their overlap into invertible triangular matrices. -/
theorem factorisation_witness :
    (!![1, 0; 0, 1; 1, 0] : Matrix (Fin 3) (Fin 2) ℂ)ᴴ *
          (!![1, 1; 2, 3; 1, 0] : Matrix (Fin 3) (Fin 2) ℂ)
        = (!![1, 0; 1, 1] : Matrix (Fin 2) (Fin 2) ℂ) *
          (!![2, 1; 0, 2] : Matrix (Fin 2) (Fin 2) ℂ) ∧
      IsUnit (!![1, 0; 1, 1] : Matrix (Fin 2) (Fin 2) ℂ) ∧
      IsUnit (!![2, 1; 0, 2] : Matrix (Fin 2) (Fin 2) ℂ) := by
  refine ⟨?_, ?_, ?_⟩
  · ext i j
    fin_cases i <;> fin_cases j <;>
      simp [Matrix.mul_apply, Fin.sum_univ_succ] <;> norm_num
  · rw [Matrix.isUnit_iff_isUnit_det, Matrix.det_fin_two_of, isUnit_iff_ne_zero]
    norm_num
  · rw [Matrix.isUnit_iff_isUnit_det, Matrix.det_fin_two_of, isUnit_iff_ne_zero]
    norm_num

end

end BlochlBiorthogonalisation
```

```lean
#print axioms BlochlBiorthogonalisation.blochl_biorthogonalisation
-- 'BlochlBiorthogonalisation.blochl_biorthogonalisation' depends on axioms: [propext, Classical.choice, Quot.sound]
#print axioms BlochlBiorthogonalisation.pawTransform_original_waves
-- 'BlochlBiorthogonalisation.pawTransform_original_waves' depends on axioms: [propext, Classical.choice, Quot.sound]
```

## The functions as matrices

The index type `n` labels the basis functions and `m` labels the partial-wave channels. Three matrices of shape `n` by `m` carry the data, with one function per column:

- $F$ (`F`) holds the trial projector functions $f_i$;
- $\tilde\Phi$ (`Φt`) holds the smooth partial waves $\tilde\phi_i$;
- $\Phi$ (`Φ`) holds the all-electron partial waves $\phi_i$.

The superscript $\mathsf H$, written `ᴴ` in Lean, is the conjugate transpose. The overlap matrix

$$M = F^{\mathsf H}\tilde\Phi,\qquad M_{ij}=\langle f_i|\tilde\phi_j\rangle,$$

is square, with one row and one column per channel. In a non-orthonormal basis whose functions have overlap matrix $O$, the inner products would be $F^{\mathsf H}O\tilde\Phi$, and the same algebra applies once $OF$ is supplied in place of $F$.

The main theorem, `blochl_biorthogonalisation`, assumes that $M = LU$ with $L$ and $U$ invertible, which Lean writes as `IsUnit L` and `IsUnit U`. The new functions are

$$P = F(L^{-1})^{\mathsf H},\qquad \tilde\Phi' = \tilde\Phi U^{-1},\qquad \Phi' = \Phi U^{-1}.$$

The first is `projectors F L`; the other two are `recombine Φt U` and `recombine Φ U`. The theorem has three conclusions: $P^{\mathsf H}\tilde\Phi' = 1$, the matrix $M$ is invertible, and

$$(\Phi'-\tilde\Phi')P^{\mathsf H} = (\Phi-\tilde\Phi)\,M^{-1}F^{\mathsf H}.$$

Neither $L$ nor $U$ appears on the right, which is the independence named in the title. Lean's matrix inverse returns zero for a singular matrix, so the conclusion `IsUnit (Fᴴ * Φt)` is what guarantees that $M^{-1}$ is a true inverse.

## What the condition and the correction mean physically

If $Mc=0$ for some nonzero coefficient vector $c$, then the combination $\tilde\Phi c$ of smooth partial waves has zero overlap with every trial projector. Invertibility of $M$ excludes this: the projectors must be able to detect every nontrivial combination of the smooth waves. Otherwise no recombination could make the two sets biorthogonal.

Given biorthogonal functions, the PAW transformation turns a smooth wavefunction into an all-electron one by reading off its partial-wave coefficients and exchanging the waves:

$$T = 1 + (\Phi-\tilde\Phi)P^{\mathsf H},\qquad T\tilde\psi = \tilde\psi + \sum_i (\phi_i-\tilde\phi_i)\langle p_i|\tilde\psi\rangle.$$

This is `pawTransform Φ Φt P`, and $p_i$ is column $i$ of $P$. In the formula above the waves are whichever set is biorthogonal to $P$; after the construction, that means the primed ones. The formula is written for one atomic site. With several sites the corrections are added, and the invariance holds for each of them separately.

For electronic structure, the result says that, within a fixed finite basis and for given partial waves and trial projectors, the choice of factors leaves the one-electron transformation $T$ unchanged in exact arithmetic. It can still affect rounding errors.

Triangular factors arise when the channels are made biorthogonal one after another, as in a Gram–Schmidt procedure. The theorem takes the factors as given and does not require them to be triangular. It also leaves open where the functions come from: no radial Schrödinger equation is solved, and nothing requires $\Phi$ and $\tilde\Phi$ to agree outside an augmentation sphere. Total energies, compensation charges and basis-set convergence do not enter.

## Biorthogonality and the invariant correction

Taking the adjoint of $P$ reverses the product and removes the double adjoint, so $P^{\mathsf H}=L^{-1}F^{\mathsf H}$. This is `projectors_conjTranspose`. Inserting the factorisation gives

$$P^{\mathsf H}\tilde\Phi' = L^{-1}(F^{\mathsf H}\tilde\Phi)U^{-1} = L^{-1}LUU^{-1} = 1.$$

The `calc` block in `projectors_biorthogonal` follows the same line: it regroups the product, substitutes the hypothesis and cancels both pairs.

The correction could now be found from $U^{-1}L^{-1}=(LU)^{-1}=M^{-1}$. The lemma `correction_of_biorthogonal` proves something more general. Let $A$ recombine the projectors and $B$ both sets of waves, with the sole requirement that

$$(AF^{\mathsf H})(\tilde\Phi B) = AMB = 1.$$

Since $AM$ and $B$ are square, a one-sided inverse is two-sided, and therefore $BAM=1$. This makes $M$ invertible with $M^{-1}=BA$. The correction follows:

$$(\Phi B-\tilde\Phi B)AF^{\mathsf H} = (\Phi-\tilde\Phi)BAF^{\mathsf H} = (\Phi-\tilde\Phi)M^{-1}F^{\mathsf H}.$$

In Lean, `mul_eq_one_comm` moves $B$ to the left, and `Matrix.inv_eq_left_inv` identifies $M^{-1}$ with $BA$. The main theorem applies this lemma with $A=L^{-1}$ and $B=U^{-1}$, using the biorthogonality already established. Every biorthogonalisation by linear recombination thus gives the same correction, whether or not it was obtained from a factorisation.

## Two conditions that fix the transformation

The theorem `eq_pawTransform_iff` concerns any $P$ and $\tilde\Phi$ with $P^{\mathsf H}\tilde\Phi=1$. It states that a matrix $S$ equals $T$ exactly when $S\tilde\Phi=\Phi$ and $Sx=x$ for every vector $x$ with $P^{\mathsf H}x=0$. In other words, $T$ turns each smooth partial wave into its all-electron partner and leaves alone whatever the projectors cannot see.

That $T$ has both properties is a direct computation:

$$T\tilde\Phi = \tilde\Phi+(\Phi-\tilde\Phi)P^{\mathsf H}\tilde\Phi = \tilde\Phi+\Phi-\tilde\Phi = \Phi,$$

and if $P^{\mathsf H}x=0$, then $Tx=x+(\Phi-\tilde\Phi)P^{\mathsf H}x=x$.

For the converse, let $S$ have both properties and set $Q=1-\tilde\Phi P^{\mathsf H}$, which removes the part of a vector that the projectors see. Then

$$P^{\mathsf H}Q = P^{\mathsf H}-P^{\mathsf H}\tilde\Phi P^{\mathsf H}=0.$$

Every vector $Qv$ is therefore left unchanged by $S$, so $SQv=Qv$ for all $v$ and hence $SQ=Q$. Expanding this with $S\tilde\Phi=\Phi$ gives

$$S-\Phi P^{\mathsf H}=1-\tilde\Phi P^{\mathsf H},\qquad\text{so}\qquad S=1+(\Phi-\tilde\Phi)P^{\mathsf H}=T.$$

In the Lean proof, `hQ` is the vanishing product, `hv` is the statement for each vector, and `ext_vec` passes from vectors to matrices by testing on the basis vectors.

The transformation built from the new functions also acts correctly on the old ones, as `pawTransform_original_waves` states. The characterisation gives $T\tilde\Phi'=\Phi'$, that is, $T\tilde\Phi U^{-1}=\Phi U^{-1}$. Multiplication by $U$ from the right yields $T\tilde\Phi=\Phi$. The local statement `back` performs the cancellation $XU^{-1}U=X$.

## Three basis functions and two channels

The theorem `factorisation_witness` checks a concrete factorisation with nontrivial triangular factors. Its matrices are

$$F=\begin{pmatrix}1&0\\0&1\\1&0\end{pmatrix},\quad
\tilde\Phi=\begin{pmatrix}1&1\\2&3\\1&0\end{pmatrix},\quad
M=\begin{pmatrix}2&1\\2&3\end{pmatrix}
=\begin{pmatrix}1&0\\1&1\end{pmatrix}\begin{pmatrix}2&1\\0&2\end{pmatrix}.$$

The Lean proof compares the product entry by entry and obtains invertibility from the determinants, which are $1$ for $L$ and $4$ for $U$. The new functions are

$$P^{\mathsf H}=L^{-1}F^{\mathsf H}=\begin{pmatrix}1&0&1\\-1&1&-1\end{pmatrix},\qquad
\tilde\Phi'=\tilde\Phi U^{-1}=\begin{pmatrix}1/2&1/4\\1&1\\1/2&-1/4\end{pmatrix},$$

and multiplying them gives the $2\times2$ identity.

To see the correction, choose all-electron waves that differ from the smooth ones in the first and third components only:

$$\Phi=\begin{pmatrix}5&1\\2&3\\1&4\end{pmatrix},\qquad
\Phi-\tilde\Phi=\begin{pmatrix}4&0\\0&0\\0&4\end{pmatrix}.$$

With the new functions, the correction is

$$(\Phi'-\tilde\Phi')P^{\mathsf H}=\begin{pmatrix}2&-1\\0&0\\0&2\end{pmatrix}\begin{pmatrix}1&0&1\\-1&1&-1\end{pmatrix}=\begin{pmatrix}3&-1&3\\0&0&0\\-2&2&-2\end{pmatrix}.$$

With the original functions, it is

$$(\Phi-\tilde\Phi)M^{-1}F^{\mathsf H}=\begin{pmatrix}4&0\\0&0\\0&4\end{pmatrix}\cdot\frac14\begin{pmatrix}3&-1&3\\-2&2&-2\end{pmatrix},$$

which is the same matrix. Adding the identity gives $T$, and applying $T$ to the first smooth wave $(1,2,1)$ returns $(5,2,1)$, its all-electron partner. The vector $(1,0,-1)$ is orthogonal to both projectors, and $T$ leaves it unchanged.

## The adjoint on the inverse factor

A likely error is to define the projectors as $FL^{-1}$, by analogy with the partial waves. The projectors enter the overlap through their adjoint, so the inverse factor needs an adjoint of its own:

$$p_i=\sum_j f_j\,\overline{(L^{-1})_{ij}}.$$

In the example, $FL^{-1}$ would give a first projector whose adjoint is the row $(1,-1,1)$. Its overlap with the first new smooth wave $(1/2,1,1/2)$ is $0$ instead of $1$. Even when all entries are real, omitting the adjoint leaves out a transpose, and a triangular $L$ other than a diagonal one is changed by it.
